# For angular momentum matrices, conjugation by $e^{zJ_-}$ turns $J_z$ into $J_z+zJ_-$ and $J_+$ into $J_+-2zJ_z-z^2J_-$

A spin prepared in its highest state $v$ along the $z$ axis is easy to recognise: the raising operator gives $J_+v=0$, and $J_zv=jv$, where $j$ is the spin quantum number. Apply $e^{zJ_-}$ to it, with $J_-$ the lowering operator and $z$ a complex number; if $z\neq0$ and $j>0$, lower states are mixed in. The result, $w=e^{zJ_-}v$, is an unnormalised spin coherent state. In general $J_+$ no longer annihilates it and $J_z$ no longer has it as an eigenvector. Which operators take over these two roles?

If $Xv=0$, then $e^{zJ_-}Xe^{-zJ_-}$ annihilates $w$, so the task is to conjugate $J_+$ and $J_z$ by the exponential. In units with $\hbar=1$, two commutation relations suffice:

$$[J_z,J_-]=-J_-,\qquad [J_+,J_-]=2J_z .$$

The first says that $J_-$ lowers the $z$ component by one unit. The second expresses the non-commutativity of the transverse components, with $J_\pm=J_x\pm iJ_y$. Both are hypotheses of the theorems that use them. The third ladder relation, $[J_z,J_+]=J_+$, is not needed, nor is it assumed that $J_z$ is Hermitian or that $J_+$ is the adjoint of $J_-$.

Operators are complex square matrices whose rows and columns are labelled by a finite type `n`, and states are vectors `n → ℂ`. This covers a single spin or the total spin of finitely many spins, but not operators on an infinite-dimensional space. The matrix norm opened here gives derivatives of matrix curves their meaning.

```lean
import Mathlib

open Matrix
open NormedSpace (exp)
open scoped Matrix.Norms.Operator

namespace LadderExponential

noncomputable section

variable {n : Type*} [Fintype n] [DecidableEq n]
```

## Conjugation by an exponential

For matrices $A$ and $X$, the conjugated operator is

$$e^{zA}\,X\,e^{-zA}.$$

In Lean it is `conjExp A z X`, where `•` is multiplication by a scalar and `exp` is the full matrix exponential, not a truncated series. For general $z$ the factor $e^{zJ_-}$ is not unitary, so this is a similarity transformation and not a rotation of the observables.

```lean
/-- The operator `X` conjugated by the exponential of `z A`, that is
`exp(zA) X exp(-zA)`. -/
def conjExp (A : Matrix n n ℂ) (z : ℂ) (X : Matrix n n ℂ) : Matrix n n ℂ :=
  exp (z • A) * X * exp ((-z) • A)
```

The two exponentials are inverse to each other. Since $zA$ and $-zA$ commute, their exponents add:

$$e^{zA}e^{-zA}=e^{zA-zA}=e^0=1 .$$

```lean
/-- The exponentials of `zA` and `-zA` multiply to the identity. -/
theorem exp_mul_exp_neg (A : Matrix n n ℂ) (z : ℂ) :
    exp (z • A) * exp ((-z) • A) = 1 := by
  have h : Commute (z • A) ((-z) • A) :=
    ((Commute.refl A).smul_left z).smul_right (-z)
  rw [← Matrix.exp_add_of_commute _ _ h, ← add_smul, add_neg_cancel, zero_smul,
    NormedSpace.exp_zero]
```

## A flow equation that identifies the conjugate

Let $X(t)$ be a matrix curve, differentiable in the complex variable $t$, with $X'(t)=[A,X(t)]$. This has the form of a Heisenberg equation with a complex parameter in place of time. Undo the expected conjugation by setting $G(t)=e^{-tA}X(t)e^{tA}$. The product rule gives

$$G'(t)=e^{-tA}\bigl(-AX(t)+[A,X(t)]+X(t)A\bigr)e^{tA}=0 .$$

So $G$ is constant and $G(z)=G(0)=X(0)$. Multiplying by $e^{zA}$ on the left and $e^{-zA}$ on the right yields

$$X(z)=e^{zA}X(0)e^{-zA}.$$

In the proof, `hG` is the vanishing derivative, with `noncomm_ring` doing the cancellation while respecting the order of the factors. `hc` is the equality $G(z)=G(0)$, and the final `calc` block conjugates back.

```lean
/-- A matrix curve that obeys the flow equation `X'(t) = [A, X(t)]` for all complex `t`
is its initial value conjugated by `exp(zA)`. -/
theorem conjExp_eq_of_flow (A : Matrix n n ℂ) (X : ℂ → Matrix n n ℂ)
    (hX : ∀ t, HasDerivAt X (A * X t - X t * A) t) (z : ℂ) :
    conjExp A z (X 0) = X z := by
  -- undoing the conjugation gives a curve with zero derivative
  have hG : ∀ t : ℂ,
      HasDerivAt (fun s : ℂ => exp (s • (-A)) * X s * exp (s • A)) 0 t := by
    intro t
    have h1 := hasDerivAt_exp_smul_const (-A) t
    have h2 := hasDerivAt_exp_smul_const' A t
    refine ((h1.fun_mul (hX t)).fun_mul h2).congr_deriv ?_
    noncomm_ring
  have hc := is_const_of_deriv_eq_zero (fun t => (hG t).differentiableAt)
    (fun t => (hG t).deriv) z 0
  have hneg : z • (-A) = (-z) • A := by rw [smul_neg, neg_smul]
  simp only [hneg, zero_smul, NormedSpace.exp_zero, one_mul, mul_one] at hc
  -- conjugate back
  calc conjExp A z (X 0)
      = exp (z • A) * (exp ((-z) • A) * X z * exp (z • A)) * exp ((-z) • A) := by
        rw [hc, conjExp]
    _ = (exp (z • A) * exp ((-z) • A)) * X z * (exp (z • A) * exp ((-z) • A)) := by
        simp only [mul_assoc]
    _ = X z := by rw [exp_mul_exp_neg, one_mul, mul_one]
```

It remains to find a curve for each operator and check that it solves the flow equation with $A=J_-$. For $J_z$, take $X(t)=J_z+tJ_-$. Then

$$X'(t)=J_-,\qquad [J_-,X(t)]=[J_-,J_z]+t[J_-,J_-]=J_- ,$$

and $X(0)=J_z$. Therefore

$$e^{zJ_-}J_ze^{-zJ_-}=J_z+zJ_- .$$

Only the first commutation relation enters, as the hypothesis `hz`; `linear_combination` uses it to match the two sides of the flow equation.

```lean
/-- If `[Jz, J₋] = -J₋`, then `exp(zJ₋) Jz exp(-zJ₋) = Jz + z J₋`. -/
theorem conjExp_Jz {Jz Jm : Matrix n n ℂ} (hz : Jz * Jm - Jm * Jz = -Jm) (z : ℂ) :
    conjExp Jm z Jz = Jz + z • Jm := by
  have h := conjExp_eq_of_flow Jm (fun s : ℂ => Jz + s • Jm) (fun t => by
    have h1 : HasDerivAt (fun s : ℂ => Jz + s • Jm) ((1 : ℂ) • Jm) t :=
      ((hasDerivAt_id' t).smul_const Jm).const_add Jz
    refine h1.congr_deriv ?_
    simp only [mul_add, add_mul, mul_smul_comm, smul_mul_assoc]
    linear_combination (norm := module) hz) z
  simpa only [zero_smul, add_zero] using h
```

For $J_+$ the curve is quadratic. Its coefficients come from repeated commutators: $[J_-,J_+]=-2J_z$, then $[J_-,-2J_z]=-2J_-$, and the next one vanishes. With the factor $1/2!$ on the second-order term, this suggests $X(t)=J_+-2tJ_z-t^2J_-$. Indeed,

$$X'(t)=-2J_z-2tJ_- ,$$

$$[J_-,X(t)]=[J_-,J_+]-2t[J_-,J_z]=-2J_z-2tJ_- .$$

Since $X(0)=J_+$,

$$e^{zJ_-}J_+e^{-zJ_-}=J_+-2zJ_z-z^2J_- .$$

The proof differentiates the linear and quadratic coefficients separately, in `h1` and `h2`. It then combines the second commutation relation, `hpm`, with $-2t$ times the first, just as in the commutator above.

```lean
/-- If `[Jz, J₋] = -J₋` and `[J₊, J₋] = 2 Jz`, then
`exp(zJ₋) J₊ exp(-zJ₋) = J₊ - 2z Jz - z² J₋`. -/
theorem conjExp_Jp {Jz Jp Jm : Matrix n n ℂ} (hz : Jz * Jm - Jm * Jz = -Jm)
    (hpm : Jp * Jm - Jm * Jp = (2 : ℂ) • Jz) (z : ℂ) :
    conjExp Jm z Jp = Jp - (2 * z) • Jz - z ^ 2 • Jm := by
  have h := conjExp_eq_of_flow Jm
    (fun s : ℂ => Jp - (2 * s) • Jz - s ^ 2 • Jm) (fun t => by
    have h1 : HasDerivAt (fun s : ℂ => 2 * s) 2 t := by
      simpa using (hasDerivAt_id' t).const_mul (2 : ℂ)
    have h2 : HasDerivAt (fun s : ℂ => s ^ 2) (2 * t) t := by
      simpa using hasDerivAt_pow 2 t
    refine (((h1.smul_const Jz).const_sub Jp).fun_sub
      (h2.smul_const Jm)).congr_deriv ?_
    simp only [mul_sub, sub_mul, mul_smul_comm, smul_mul_assoc]
    linear_combination (norm := module) hpm + (-2 * t) • hz) z
  simpa only [mul_zero, zero_smul, sub_zero, ne_eq, OfNat.ofNat_ne_zero,
    not_false_eq_true, zero_pow] using h
```

## The operator that annihilates the transformed state

Acting on a transformed state, a conjugated operator cancels the exponential, applies the original operator, and restores the exponential:

$$\bigl(e^{zA}Xe^{-zA}\bigr)e^{zA}v=e^{zA}(Xv).$$

In Lean, `*ᵥ` denotes a matrix acting on a vector, and `hinv` is the inverse relation with its factors in the order $e^{-zA}e^{zA}$.

```lean
/-- The conjugated operator sends the vector `exp(zA) v` to `exp(zA)` applied to `X v`. -/
theorem conjExp_mulVec (A X : Matrix n n ℂ) (z : ℂ) (v : n → ℂ) :
    conjExp A z X *ᵥ (exp (z • A) *ᵥ v) = exp (z • A) *ᵥ (X *ᵥ v) := by
  have hinv := mul_eq_one_comm.mp (exp_mul_exp_neg A z)
  rw [conjExp, Matrix.mulVec_mulVec, Matrix.mulVec_mulVec, mul_assoc (_ * X), hinv,
    mul_one]
```

Put $A=J_-$ and $X=J_+$. By the formula for the conjugated raising operator,

$$(J_+-2zJ_z-z^2J_-)\,e^{zJ_-}v=e^{zJ_-}(J_+v).$$

If $J_+v=0$, the right side is zero. Conversely, if the left side is zero, multiplying by $e^{-zJ_-}$ gives $J_+v=0$. The theorem is therefore an equivalence, valid for every vector $v$ and every complex $z$. The two bullets of the proof treat these directions in the opposite order: the first removes the exponential by means of its inverse, and the second puts $J_+v=0$ into the right side.

```lean
/-- If `[Jz, J₋] = -J₋` and `[J₊, J₋] = 2 Jz`, the operator `J₊ - 2z Jz - z² J₋`
annihilates `exp(zJ₋) v` exactly when `J₊` annihilates `v`. -/
theorem annihilates_iff {Jz Jp Jm : Matrix n n ℂ} (hz : Jz * Jm - Jm * Jz = -Jm)
    (hpm : Jp * Jm - Jm * Jp = (2 : ℂ) • Jz) (z : ℂ) (v : n → ℂ) :
    (Jp - (2 * z) • Jz - z ^ 2 • Jm) *ᵥ (exp (z • Jm) *ᵥ v) = 0 ↔ Jp *ᵥ v = 0 := by
  rw [← conjExp_Jp hz hpm z, conjExp_mulVec]
  constructor
  · intro h
    -- the exponential is invertible, so it can be removed
    have hinv := mul_eq_one_comm.mp (exp_mul_exp_neg Jm z)
    calc Jp *ᵥ v = (exp ((-z) • Jm) * exp (z • Jm)) *ᵥ (Jp *ᵥ v) := by
          rw [hinv, Matrix.one_mulVec]
      _ = 0 := by rw [← Matrix.mulVec_mulVec, h, Matrix.mulVec_zero]
  · intro h
    rw [h, Matrix.mulVec_zero]
```

## Two equations for the coherent state

Now suppose $J_zv=jv$. The same argument with $X=J_z$ gives

$$(J_z+zJ_-)w=e^{zJ_-}J_zv=jw,\qquad w=e^{zJ_-}v .$$

The value $j$ is unchanged. In Lean it may be any complex number, and $v$ may be zero; for nonzero $v$, the invertibility of the exponential makes $w$ nonzero too, and hence a true eigenvector.

```lean
/-- If `[Jz, J₋] = -J₋` and `Jz v = j v`, then `exp(zJ₋) v` satisfies the eigenvalue
equation of `Jz + z J₋` with the same `j`. -/
theorem coherent_eigen {Jz Jm : Matrix n n ℂ} (hz : Jz * Jm - Jm * Jz = -Jm)
    (z j : ℂ) {v : n → ℂ} (hv : Jz *ᵥ v = j • v) :
    (Jz + z • Jm) *ᵥ (exp (z • Jm) *ᵥ v) = j • (exp (z • Jm) *ᵥ v) := by
  rw [← conjExp_Jz hz z, conjExp_mulVec, hv, Matrix.mulVec_smul]
```

For a highest state both conditions hold, $J_+v=0$ and $J_zv=jv$, so $w$ obeys two equations:

$$J_+w=2zJ_zw+z^2J_-w,\qquad zJ_-w=jw-J_zw .$$

Multiply the second by $z$ and substitute it into the first:

$$J_+w=2zJ_zw+z(jw-J_zw)=z(J_z+j)w .$$

This replaces the action of $J_+$ on a coherent state by that of $J_z$. For any vector $u$, the matrix element $\langle u|J_+|w\rangle$ is therefore $z\bigl(\langle u|J_z|w\rangle+j\langle u|w\rangle\bigr)$, which needs only a matrix element of $J_z$ and an overlap. The equation is linear in $w$ and holds equally for the normalised state $w/\lVert w\rVert$ when $v\neq0$.

In the proof, `h1` is the annihilation equation and `h2` the eigenvalue equation. The step `generalize` then treats $w$ as an arbitrary vector satisfying both, and the last line is the elimination of $J_-w$.

```lean
/-- Let `[Jz, J₋] = -J₋`, `[J₊, J₋] = 2 Jz`, `J₊ v = 0` and `Jz v = j v`. Then the vector
`w = exp(zJ₋) v` satisfies `J₊ w = z (Jz + j) w`. -/
theorem coherent_raising {Jz Jp Jm : Matrix n n ℂ} (hz : Jz * Jm - Jm * Jz = -Jm)
    (hpm : Jp * Jm - Jm * Jp = (2 : ℂ) • Jz) (z j : ℂ) {v : n → ℂ}
    (hp : Jp *ᵥ v = 0) (hv : Jz *ᵥ v = j • v) :
    Jp *ᵥ (exp (z • Jm) *ᵥ v) =
      z • (Jz *ᵥ (exp (z • Jm) *ᵥ v) + j • (exp (z • Jm) *ᵥ v)) := by
  have h1 := (annihilates_iff hz hpm z v).mpr hp
  have h2 := coherent_eigen hz z j hv
  generalize exp (z • Jm) *ᵥ v = w at h1 h2 ⊢
  simp only [Matrix.sub_mulVec, Matrix.add_mulVec, Matrix.smul_mulVec] at h1 h2
  -- eliminate the lowering operator between the two equations
  linear_combination (norm := module) h1 + z • h2
```

## Spin one-half

The smallest nontrivial spin shows the equations at work. In the basis of spin up and spin down, the $z$ component is

$$J_z=\begin{pmatrix}1/2&0\\0&-1/2\end{pmatrix}.$$

```lean
/-- The spin-1/2 matrix of `Jz`, in units of the reduced Planck constant. -/
def halfZ : Matrix (Fin 2) (Fin 2) ℂ := !![1 / 2, 0; 0, -1 / 2]
```

The raising matrix sends spin down to spin up and annihilates spin up:

$$J_+=\begin{pmatrix}0&1\\0&0\end{pmatrix}.$$

```lean
/-- The spin-1/2 raising matrix. -/
def halfP : Matrix (Fin 2) (Fin 2) ℂ := !![0, 1; 0, 0]
```

The lowering matrix does the reverse:

$$J_-=\begin{pmatrix}0&0\\1&0\end{pmatrix}.$$

```lean
/-- The spin-1/2 lowering matrix. -/
def halfM : Matrix (Fin 2) (Fin 2) ℂ := !![0, 0; 1, 0]
```

Multiplying out,

$$J_zJ_--J_-J_z=\begin{pmatrix}0&0\\-1/2&0\end{pmatrix}-\begin{pmatrix}0&0\\1/2&0\end{pmatrix}=-J_- ,$$

$$J_+J_--J_-J_+=\begin{pmatrix}1&0\\0&0\end{pmatrix}-\begin{pmatrix}0&0\\0&1\end{pmatrix}=2J_z .$$

The spin-up vector $v=(1,0)$ satisfies $J_+v=0$ and $J_zv=\tfrac12v$. These four equations are all the hypotheses of `coherent_raising`, with $j=1/2$, and the theorem below verifies them entry by entry.

Here $J_-^2=0$, so $e^{zJ_-}=1+zJ_-$ and $w=(1,z)$, or $(1,z)/\sqrt{1+|z|^2}$ when normalised. For the unnormalised vector, both $J_+w$ and $z(J_z+\tfrac12)w$ equal $(z,0)$, as the general equation requires.

```lean
/-- The spin-1/2 matrices satisfy `[Jz, J₋] = -J₋` and `[J₊, J₋] = 2 Jz`, and the vector
`(1, 0)` satisfies `J₊ v = 0` and `Jz v = v / 2`. -/
theorem coherent_raising_witness :
    halfZ * halfM - halfM * halfZ = -halfM ∧
    halfP * halfM - halfM * halfP = (2 : ℂ) • halfZ ∧
    halfP *ᵥ ![1, 0] = 0 ∧ halfZ *ᵥ ![1, 0] = (1 / 2 : ℂ) • ![1, 0] := by
  refine ⟨?_, ?_, ?_, ?_⟩
  · ext i j
    fin_cases i <;> fin_cases j <;>
      norm_num [halfZ, halfM, Matrix.mul_apply, Fin.sum_univ_succ]
  · ext i j
    fin_cases i <;> fin_cases j <;>
      norm_num [halfZ, halfP, halfM, Matrix.mul_apply, Fin.sum_univ_succ]
  · ext i
    fin_cases i <;> norm_num [halfP, Matrix.mulVec, dotProduct, Fin.sum_univ_succ]
  · ext i
    fin_cases i <;> norm_num [halfZ, Matrix.mulVec, dotProduct, Fin.sum_univ_succ]

end

end LadderExponential
```

```lean
#print axioms LadderExponential.conjExp_eq_of_flow
-- 'LadderExponential.conjExp_eq_of_flow' depends on axioms: [propext, Classical.choice, Quot.sound]
#print axioms LadderExponential.coherent_raising
-- 'LadderExponential.coherent_raising' depends on axioms: [propext, Classical.choice, Quot.sound]
```
